# Van Vleck susceptibility 2l(l+1)/(3A) of the J = 0 level for L = S = l with spin–orbit coupling A L·S

Take L = S = 1 and write |m,n⟩ for the state with L_z = m and S_z = n. The unnormalised J = 0 state is

ψ₀ = −|1,−1⟩ + |0,0⟩ − |−1,1⟩.

The magnetic operator M = L_z + 2S_z has the values −1, 0 and 1 on these three terms, so

Mψ₀ = |1,−1⟩ − |−1,1⟩.

The squared norm drops from 3 to 2, and the new vector has J = 1, which lies an energy A higher. In a field B the second-order energy is −(2/3)(μ_B B)²/A. Setting it equal to −χB²/2 gives χ = 4/(3A) in units of μ_B². The same mechanism works for every l ≥ 1, and l = 3 is the case of Eu³⁺. For l = 0 there is no J = 1 level and the response is zero.

## States and operators

```lean
import Mathlib

open Finset

namespace VanVleckPlateau

noncomputable section
```

This loads the library Mathlib. Below, `def` introduces a quantity; a `theorem` states its claim before `:=` and proves it after.

```lean
/-- Ladder coefficient between the projections `m` and `m + 1` of an angular momentum `l`,
for `m` from `-l - 1` to `l`. -/
def ladder (l : ℕ) (m : ℤ) : ℝ := Real.sqrt ((l : ℝ) * (l + 1) - m * (m + 1))
```

This is the usual ladder coefficient, c(m) = √(l(l+1) − m(m+1)). It vanishes at m = l and at m = −l−1, which closes off the range of projections.

```lean
/-- The raising operator `J₊ = L₊ + S₊` on amplitudes `ψ m n` of the product states with
`L_z = m` and `S_z = n`, where `L = S = l`. -/
def raise (l : ℕ) (ψ : ℤ → ℤ → ℝ) (m n : ℤ) : ℝ :=
  ladder l (m - 1) * ψ (m - 1) n + ladder l (n - 1) * ψ m (n - 1)
```

A state is a real function ψ(m,n) of two integers, written `ψ m n`. The amplitude of J₊ψ at (m,n) comes from (m−1,n) and (m,n−1).

```lean
/-- The lowering operator `J₋ = L₋ + S₋` on the same amplitudes. -/
def lower (l : ℕ) (ψ : ℤ → ℤ → ℝ) (m n : ℤ) : ℝ :=
  ladder l m * ψ (m + 1) n + ladder l n * ψ m (n + 1)
```

J₋ draws on (m+1,n) and (m,n+1) in the same way.

```lean
/-- The squared total angular momentum `J² = J₋ J₊ + J_z (J_z + 1)`. -/
def totalSq (l : ℕ) (ψ : ℤ → ℤ → ℝ) (m n : ℤ) : ℝ :=
  lower l (raise l ψ) m n + ((m : ℝ) + n) * (m + n + 1) * ψ m n
```

This is J² = J₋J₊ + J_z(J_z+1), in units ħ = 1.

```lean
/-- The magnetic operator `L_z + 2 S_z`. -/
def moment (ψ : ℤ → ℤ → ℝ) (m n : ℤ) : ℝ := ((m : ℝ) + 2 * n) * ψ m n
```

M is diagonal, with the spin g-factor set to exactly 2.

```lean
/-- The state with amplitude `(-1)^m` on each product state with projections `m` and `-m`. -/
def ground (m n : ℤ) : ℝ := if m + n = 0 then (-1 : ℝ) ^ m else 0
```

`ground` is ψ₀ for general l. Normalised, its amplitudes are (−1)^m/√(2l+1).

```lean
/-- The tridiagonal operator `T` on amplitudes `v m`. -/
def sectorSq (l : ℕ) (v : ℤ → ℝ) (m : ℤ) : ℝ :=
  2 * ((l : ℝ) * (l + 1) - m ^ 2) * v m + ((l : ℝ) * (l + 1) - m * (m - 1)) * v (m - 1)
    + ((l : ℝ) * (l + 1) - m * (m + 1)) * v (m + 1)
```

With Λ = l(l+1), this is the tridiagonal operator

(Tv)_m = 2(Λ−m²)v_m + (Λ−m(m−1))v_(m−1) + (Λ−m(m+1))v_(m+1).

```lean
/-- The inner product of two real states over all projections from `-l` to `l`. -/
def braket (l : ℕ) (ψ φ : ℤ → ℤ → ℝ) : ℝ :=
  ∑ m ∈ Icc (-(l : ℤ)) l, ∑ n ∈ Icc (-(l : ℤ)) l, ψ m n * φ m n
```

`Icc (-(l : ℤ)) l` is the set of integers from −l to l, so only physical projections enter the inner product.

```lean
/-- The susceptibility in units of the squared Bohr magneton: minus twice the second-order
energy of `ground` computed from the first-order state `φ`. -/
def susceptibility (l : ℕ) (φ : ℤ → ℤ → ℝ) : ℝ :=
  -2 * braket l ground (moment φ) / braket l ground ground
```

For H = (A/2)J² + bM with b = μ_B B, the first-order state φ gives the second-order energy ⟨ψ₀|Mφ⟩/⟨ψ₀|ψ₀⟩ as the coefficient of b². The susceptibility is −2 times that.

The definition thus adopts the perturbation formula. Another model would define χ as minus the second derivative of the field-dependent eigenvalue at b = 0; the perturbation formula would then itself need a proof, including the smoothness of that eigenvalue.

## J² on opposite projections

```lean
/-- Going from `n` to `n + 1` adds the two outermost projections to a sum. -/
theorem sum_shell (f : ℤ → ℝ) (n : ℕ) :
    ∑ m ∈ Icc (-((n + 1 : ℕ) : ℤ)) ((n + 1 : ℕ) : ℤ), f m =
      ∑ m ∈ Icc (-(n : ℤ)) n, f m + f ((n : ℤ) + 1) + f (-((n : ℤ) + 1)) := by
  have h : Icc (-((n + 1 : ℕ) : ℤ)) ((n + 1 : ℕ) : ℤ) =
      insert (-((n : ℤ) + 1)) (insert ((n : ℤ) + 1) (Icc (-(n : ℤ)) n)) := by
    ext k
    simp only [mem_insert, mem_Icc]
    omega
  rw [h, sum_insert, sum_insert]
  · ring
  · simp only [mem_Icc]
    omega
  · simp only [mem_insert, mem_Icc]
    omega
```

Enlarging the range from n to n+1 adds the terms at ±(n+1). This is the induction step for the telescoping sum and the three closed-form sums below.

```lean
/-- On the product states with opposite projections `m` and `-m`, `J²` acts as `T`. -/
theorem totalSq_diag (l : ℕ) (ψ : ℤ → ℤ → ℝ) {m : ℤ} (hm : m ∈ Icc (-(l : ℤ)) l) :
    totalSq l ψ m (-m) = sectorSq l (fun k => ψ k (-k)) m := by
  obtain ⟨a, b⟩ := mem_Icc.1 hm
  have a' : -(l : ℝ) ≤ m := by exact_mod_cast a
  have b' : (m : ℝ) ≤ l := by exact_mod_cast b
  -- the squared ladder coefficients are the off-diagonal entries of `T`
  have s1 : ladder l m ^ 2 = (l : ℝ) * (l + 1) - m * (m + 1) := by
    apply Real.sq_sqrt
    nlinarith [mul_nonneg (sub_nonneg.2 b') (by linarith : (0 : ℝ) ≤ l + m + 1)]
  have s2 : ladder l (m - 1) ^ 2 = (l : ℝ) * (l + 1) - m * (m - 1) := by
    rw [ladder, Real.sq_sqrt]
    · push_cast
      ring
    · push_cast
      nlinarith [mul_nonneg (by linarith : (0 : ℝ) ≤ l + m) (by linarith : (0 : ℝ) ≤ l - m + 1)]
  have e1 : ladder l (-m - 1) = ladder l m := by
    unfold ladder
    congr 1
    push_cast
    ring
  have e2 : ladder l (-m) = ladder l (m - 1) := by
    unfold ladder
    congr 1
    push_cast
    ring
  simp only [totalSq, lower, raise, sectorSq]
  rw [show m + 1 - 1 = m by ring, show -m + 1 - 1 = -m by ring,
    show -(m - 1) = -m + 1 by ring, show -(m + 1) = -m - 1 by ring, e1, e2]
  simp only [Int.cast_neg]
  linear_combination (ψ m (-m) + ψ (m + 1) (-m - 1)) * s1 +
    (ψ m (-m) + ψ (m - 1) (-m + 1)) * s2
```

On the states |m,−m⟩, J² is T. Put v_m = ψ(m,−m). The J_z term vanishes, and J₋J₊ gives

c(m)[c(m)v_m + c(−m−1)v_(m+1)] + c(−m)[c(m−1)v_(m−1) + c(−m)v_m].

Since c(−m−1) = c(m) and c(−m) = c(m−1), this equals

[c(m)² + c(m−1)²]v_m + c(m)²v_(m+1) + c(m−1)²v_(m−1),

which is (Tv)_m. The lines `e1` and `e2` are the two reflections; `s1` and `s2` are the squares, valid because the radicands are non-negative in the range.

The last step shows the tactic that carries most of the algebra, `linear_combination`. One names known equations and their multipliers, and Lean checks that the goal minus this combination is a polynomial identity. Here the multipliers of `s1` and `s2` remove every square root.

```lean
/-- `T` annihilates the amplitudes `(-1)^m` and doubles the amplitudes `m (-1)^m`. -/
theorem sectorSq_states (l : ℕ) (m : ℤ) :
    sectorSq l (fun k => (-1 : ℝ) ^ k) m = 0 ∧
    sectorSq l (fun k => (k : ℝ) * (-1 : ℝ) ^ k) m = 2 * ((m : ℝ) * (-1 : ℝ) ^ m) := by
  have hu : (-1 : ℝ) ^ (m + 1) = -(-1 : ℝ) ^ m := by
    rw [zpow_add_one₀ (by norm_num)]
    ring
  have hd : (-1 : ℝ) ^ (m - 1) = -(-1 : ℝ) ^ m := by
    rw [zpow_sub_one₀ (by norm_num)]
    norm_num
  constructor <;> simp only [sectorSq, hu, hd] <;> push_cast <;> ring
```

For v_m = (−1)^m both neighbours have the opposite sign, so

(Tv)_m = (−1)^m[2(Λ−m²) − (Λ−m²+m) − (Λ−m²−m)] = 0.

For w_m = m(−1)^m, put K = Λ − m²:

(Tw)_m = (−1)^m[2Km − (K+m)(m−1) − (K−m)(m+1)] = 2m(−1)^m = 2w_m.

```lean
/-- In the full product space `J²` annihilates `ground`, and `L_z + 2 S_z` turns `ground` into
a vector on which `J²` acts as `2 = 1 (1 + 1)`. -/
theorem totalSq_ground (l : ℕ) {m n : ℤ} (hm : m ∈ Icc (-(l : ℤ)) l) :
    totalSq l ground m n = 0 ∧
    totalSq l (moment ground) m n = 2 * moment ground m n := by
  by_cases h : m + n = 0
  · obtain rfl : n = -m := by omega
    have gd : ∀ k : ℤ, ground k (-k) = (-1 : ℝ) ^ k := fun k => if_pos (add_neg_cancel k)
    rw [totalSq_diag l _ hm, totalSq_diag l _ hm]
    simp only [moment, gd]
    refine ⟨(sectorSq_states l m).1, ?_⟩
    have t := (sectorSq_states l m).2
    simp only [sectorSq] at t ⊢
    push_cast at t ⊢
    linear_combination -t
  · -- `J²` conserves `m + n`, so nothing arrives outside the sector
    have off : ∀ ψ : ℤ → ℤ → ℝ, (∀ a b, a + b = m + n → ψ a b = 0) → totalSq l ψ m n = 0 := by
      intro ψ hz
      simp only [totalSq, lower, raise]
      rw [hz (m + 1 - 1) n (by ring), hz (m + 1) (n - 1) (by ring),
        hz (m - 1) (n + 1) (by ring), hz m (n + 1 - 1) (by ring), hz m n rfl]
      ring
    have g0 : ∀ a b : ℤ, a + b = m + n → ground a b = 0 := fun a b hab =>
      if_neg (by rw [hab]; exact h)
    have g1 : ∀ a b : ℤ, a + b = m + n → moment ground a b = 0 := fun a b hab => by
      rw [moment, g0 a b hab, mul_zero]
    exact ⟨off _ g0, by rw [off _ g1, g1 m n rfl, mul_zero]⟩
```

Both equations are lifted to the product space: J²ψ₀ = 0 and J²Mψ₀ = 2Mψ₀. On |m,−m⟩ the factor m+2n is −m, so Mψ₀ has amplitudes −w_m. Elsewhere both sides vanish, because J² conserves m+n. The eigenvalue J(J+1) = 2 identifies J = 1 when l ≥ 1; for l = 0 the vector Mψ₀ is zero.

## Symmetry and norms

```lean
/-- `T` is symmetric on the projections from `-l` to `l`. -/
theorem sectorSq_symm (l : ℕ) (u v : ℤ → ℝ) :
    ∑ m ∈ Icc (-(l : ℤ)) l, u m * sectorSq l v m =
      ∑ m ∈ Icc (-(l : ℤ)) l, v m * sectorSq l u m := by
  have tel : ∀ (F : ℤ → ℝ) (n : ℕ),
      ∑ m ∈ Icc (-(n : ℤ)) n, (F m - F (m + 1)) = F (-n) - F (n + 1) := by
    intro F n
    induction n with
    | zero => simp
    | succ n ih =>
      rw [sum_shell, ih]
      push_cast
      rw [show -((n : ℤ) + 1) + 1 = -n by ring]
      ring
  -- the difference telescopes to boundary currents, which vanish
  let F : ℤ → ℝ := fun m =>
    ((l : ℝ) * (l + 1) - m * (m - 1)) * (u m * v (m - 1) - v m * u (m - 1))
  rw [← sub_eq_zero, ← sum_sub_distrib]
  calc _ = ∑ m ∈ Icc (-(l : ℤ)) l, (F m - F (m + 1)) := by
        refine sum_congr rfl fun m _ => ?_
        simp only [F, sectorSq, add_sub_cancel_right]
        push_cast
        ring
    _ = 0 := by
        rw [tel]
        simp only [F]
        push_cast
        ring
```

T is symmetric: Σ u_m(Tv)_m = Σ v_m(Tu)_m. In the difference of the two sides the diagonal terms cancel, and the rest is F(m) − F(m+1) with

F(m) = (Λ−m(m−1))(u_m v_(m−1) − v_m u_(m−1)).

The sum telescopes to F(−l) − F(l+1), and both prefactors are zero.

```lean
/-- If `ψ` lives on opposite projections, its inner products are single sums over `m`. -/
theorem braket_diag (l : ℕ) (ψ φ : ℤ → ℤ → ℝ) (hψ : ∀ m n, m + n ≠ 0 → ψ m n = 0) :
    braket l ψ φ = ∑ m ∈ Icc (-(l : ℤ)) l, ψ m (-m) * φ m (-m) := by
  refine sum_congr rfl fun m hm => sum_eq_single (-m) ?_ ?_
  · intro n _ hn
    rw [hψ m n (by omega), zero_mul]
  · intro h
    exfalso
    simp only [mem_Icc] at hm h
    omega
```

If ψ lives on opposite projections, only n = −m survives in the double sum.

```lean
/-- `ground` has squared norm `2l + 1` and no mean moment, and `L_z + 2 S_z` multiplies its
squared norm by `l (l + 1) / 3`. -/
theorem ground_moments (l : ℕ) :
    braket l ground ground = 2 * l + 1 ∧ braket l ground (moment ground) = 0 ∧
    braket l (moment ground) (moment ground) =
      (l : ℝ) * (l + 1) / 3 * braket l ground ground := by
  have sq : ∀ m : ℤ, (-1 : ℝ) ^ m * (-1 : ℝ) ^ m = 1 := fun m => by
    rw [← mul_zpow]
    norm_num
  have gd : ∀ k : ℤ, ground k (-k) = (-1 : ℝ) ^ k := fun k => if_pos (add_neg_cancel k)
  have S0 : ∀ n : ℕ, ∑ m ∈ Icc (-(n : ℤ)) n, (1 : ℝ) = 2 * n + 1 := by
    intro n
    induction n with
    | zero => simp
    | succ n ih =>
      rw [sum_shell (fun _ => 1), ih]
      push_cast
      ring
  have S1 : ∀ n : ℕ, ∑ m ∈ Icc (-(n : ℤ)) n, -(m : ℝ) = 0 := by
    intro n
    induction n with
    | zero => simp
    | succ n ih =>
      rw [sum_shell (fun m => -(m : ℝ)), ih]
      push_cast
      ring
  have S2 : ∀ n : ℕ, ∑ m ∈ Icc (-(n : ℤ)) n, (m : ℝ) ^ 2 = n * (n + 1) / 3 * (2 * n + 1) := by
    intro n
    induction n with
    | zero => simp
    | succ n ih =>
      rw [sum_shell (fun m => (m : ℝ) ^ 2), ih]
      push_cast
      ring
  have g0 : ∀ m n : ℤ, m + n ≠ 0 → ground m n = 0 := fun m n h => if_neg h
  have n0 : braket l ground ground = 2 * l + 1 := by
    rw [braket_diag l _ _ g0, ← S0 l]
    exact sum_congr rfl fun m _ => by rw [gd, sq]
  refine ⟨n0, ?_, ?_⟩
  · rw [braket_diag l _ _ g0, ← S1 l]
    refine sum_congr rfl fun m _ => ?_
    rw [moment, gd]
    push_cast
    linear_combination -(m : ℝ) * sq m
  · rw [n0, braket_diag l _ _ (fun m n h => by rw [moment, g0 m n h, mul_zero]), ← S2 l]
    refine sum_congr rfl fun m _ => ?_
    rw [moment, gd]
    push_cast
    linear_combination (m : ℝ) ^ 2 * sq m
```

The three inner products reduce to

Σ 1 = 2l+1, Σ (−m) = 0, Σ m² = l(l+1)(2l+1)/3.

Each follows by induction; in the last, the two new terms add 2(n+1)². Hence ‖Mψ₀‖²/‖ψ₀‖² = l(l+1)/3, and the mean moment vanishes, so there is no first-order energy.

## The response to the field

```lean
/-- Van Vleck plateau: let the spin-orbit energy, counted from the `J = 0` level, be `(A/2) J²`.
For every first-order response `φ` of `ground` to a field coupled to `L_z + 2 S_z`, the
susceptibility times `A` is `2 l (l + 1) / 3`. -/
theorem vanVleck_plateau (l : ℕ) (A : ℝ) (φ : ℤ → ℤ → ℝ)
    (h : ∀ m ∈ Icc (-(l : ℤ)) l, ∀ n ∈ Icc (-(l : ℤ)) l,
      A / 2 * totalSq l φ m n = -moment ground m n) :
    A * susceptibility l φ = 2 * ((l : ℝ) * (l + 1)) / 3 := by
  obtain ⟨n0, -, n2⟩ := ground_moments l
  have gd : ∀ k : ℤ, ground k (-k) = (-1 : ℝ) ^ k := fun k => if_pos (add_neg_cancel k)
  have g0 : ∀ m n : ℤ, m + n ≠ 0 → ground m n = 0 := fun m n h => if_neg h
  -- the response equation restricted to opposite projections
  have e : ∀ m ∈ Icc (-(l : ℤ)) l,
      A / 2 * sectorSq l (fun k => φ k (-k)) m = (m : ℝ) * (-1 : ℝ) ^ m := by
    intro m hm
    have t := h m hm (-m) (by rw [mem_Icc] at hm ⊢; omega)
    rw [totalSq_diag l φ hm, moment, gd] at t
    push_cast at t
    linear_combination t
  have s : ∑ m ∈ Icc (-(l : ℤ)) l, φ m (-m) * sectorSq l (fun k => (k : ℝ) * (-1 : ℝ) ^ k) m =
      ∑ m ∈ Icc (-(l : ℤ)) l, ((m : ℝ) * (-1 : ℝ) ^ m) * sectorSq l (fun k => φ k (-k)) m :=
    sectorSq_symm l (fun k => φ k (-k)) (fun k => (k : ℝ) * (-1 : ℝ) ^ k)
  have hx : braket l ground (moment φ) =
      -∑ m ∈ Icc (-(l : ℤ)) l, φ m (-m) * ((m : ℝ) * (-1 : ℝ) ^ m) := by
    rw [braket_diag l _ _ g0, ← sum_neg_distrib]
    refine sum_congr rfl fun m _ => ?_
    rw [moment, gd]
    push_cast
    ring
  -- symmetry of `T` trades the unknown response for the norm of the excited vector
  have key : A * ∑ m ∈ Icc (-(l : ℤ)) l, φ m (-m) * ((m : ℝ) * (-1 : ℝ) ^ m) =
      (l : ℝ) * (l + 1) / 3 * (2 * l + 1) := by
    rw [← n0, ← n2, braket_diag l _ _ (fun m n h => by rw [moment, g0 m n h, mul_zero])]
    calc _ = A / 2 * ∑ m ∈ Icc (-(l : ℤ)) l,
            φ m (-m) * sectorSq l (fun k => (k : ℝ) * (-1 : ℝ) ^ k) m := by
          rw [mul_sum, mul_sum]
          refine sum_congr rfl fun m _ => ?_
          rw [(sectorSq_states l m).2]
          ring
      _ = _ := by
          rw [s, mul_sum]
          refine sum_congr rfl fun m hm => ?_
          rw [moment, gd]
          push_cast
          linear_combination ((m : ℝ) * (-1 : ℝ) ^ m) * e m hm
  have hd : (2 * (l : ℝ) + 1) ≠ 0 := by positivity
  rw [susceptibility, hx, n0, ← mul_div_assoc, div_eq_iff hd]
  linear_combination 2 * key
```

Since A L·S = (A/2)(J² − L² − S²) with L² and S² fixed, the energy counted from the J = 0 level is (A/2)J². The hypothesis `h` is the first-order equation (A/2)J²φ = −Mψ₀ at all physical projections.

Put x_m = φ(m,−m). Then `h` gives (A/2)Tx = w, which is `e` in the proof. The eigenvalue equation for w and the symmetry of T yield `key`:

A Σ x_m w_m = (A/2) Σ x_m(Tw)_m = (A/2) Σ w_m(Tx)_m = Σ w_m² = l(l+1)(2l+1)/3.

Because ⟨ψ₀|Mφ⟩ = −Σ x_m w_m, dividing by 2l+1 and multiplying by −2 gives

Aχ = 2l(l+1)/3.

The response φ is never solved for. It is not unique, since a multiple of ψ₀ may be added, but χ is the same for every choice.

```lean
/-- For `A ≠ 0` the vector `-(L_z + 2 S_z) ground / A` is a first-order response. -/
theorem response_witness (l : ℕ) {A : ℝ} (hA : A ≠ 0) {m n : ℤ} (hm : m ∈ Icc (-(l : ℤ)) l) :
    A / 2 * totalSq l (fun a b => -moment ground a b / A) m n = -moment ground m n := by
  have lin : totalSq l (fun a b => -moment ground a b / A) m n =
      -totalSq l (moment ground) m n / A := by
    simp only [totalSq, lower, raise]
    ring
  rw [lin, (totalSq_ground l hm).2]
  field_simp
```

For A ≠ 0 a response exists: φ = −Mψ₀/A. Inserting it gives (A/2)·2·(−Mψ₀/A) = −Mψ₀.

```lean
/-- For `L = S = 3`, as in Eu³⁺, every first-order response gives the susceptibility `8 / A` in
units of the squared Bohr magneton. -/
theorem europium_plateau (A : ℝ) (φ : ℤ → ℤ → ℝ)
    (h : ∀ m ∈ Icc (-((3 : ℕ) : ℤ)) (3 : ℕ), ∀ n ∈ Icc (-((3 : ℕ) : ℤ)) (3 : ℕ),
      A / 2 * totalSq 3 φ m n = -moment ground m n) :
    susceptibility 3 φ = 8 / A := by
  have p : A * susceptibility 3 φ = 8 := by
    rw [vanVleck_plateau 3 A φ h]
    norm_num
  have hA : A ≠ 0 := by
    intro h0
    rw [h0, zero_mul] at p
    norm_num at p
  rw [eq_div_iff hA]
  linear_combination p

end

end VanVleckPlateau
```

For l = 3, Aχ = 2·12/3 = 8. This rules out A = 0, so χ = 8/A in units of μ_B².

For A > 0 the J = 0 level is lowest, and this χ is the plateau approached when the thermal energy is small compared with A. Temperature itself does not enter the model, nor do the crystal field, the diamagnetic term or mixing with other LS terms. Within that single-term model, 8/A is a reference value for a program that computes the magnetic response of Eu³⁺ from its multiplet levels.

```lean
#print axioms VanVleckPlateau.vanVleck_plateau
#print axioms VanVleckPlateau.europium_plateau
```

```
'VanVleckPlateau.vanVleck_plateau' depends on axioms: [propext, Classical.choice, Quot.sound]
'VanVleckPlateau.europium_plateau' depends on axioms: [propext, Classical.choice, Quot.sound]
```
